# Miller's Rule for a Damped Anharmonic Oscillator at Second Order

The second-order response of a damped oscillator is the part of its displacement that is quadratic in the driving field. Here it means the periodic steady motion: among all solutions of the equation for that part, the one that repeats with period π/w, half the period of the driving field. No initial conditions are imposed; periodicity excludes the decaying transients.

## A charge in a slightly asymmetric potential

Let X(t) be the displacement of a bound charge with natural frequency w0. Its friction coefficient g and the quadratic correction −a X² to its restoring force are taken per unit mass. A field of frequency w drives it:

X'' + g X' + w0² X + a X² = Re(E exp(−iwt)).

The complex number E is the driving force per unit mass, including its phase. Write X = x1 + x + …, with x1 of first order in E and x of second order. Collecting orders gives

x1'' + g x1' + w0² x1 = Re(E exp(−iwt)),

x'' + g x' + w0² x = −a x1².

The first equation has the steady solution x1 = Re(L(w) E exp(−iwt)), where

L(s) = 1/(w0² − s² − igs).

The second equation is linear in x, and its force is already known. Miller's rule compares the second-harmonic amplitude of x with the product L(2w) L(w)² E².

## One periodic solution and a constant ratio

For g, w0, w > 0, any real a and any complex E, `periodic_response_iff` says that x has period π/w and solves the second-order equation if and only if

x(t) = −(a/2) ( |L(w)E|²/w0² + Re(L(2w) L(w)² E² exp(−2iwt)) ).

The equivalence contains existence and uniqueness. The number π/w is a period, not necessarily the smallest: for a = 0 or E = 0 the solution is zero.

If E ≠ 0 and this motion is written as c + Re(B exp(−2iwt)), with c real and B complex, then `miller_rule` gives

B / (L(2w) L(w)² E²) = −a/2,

whatever the drive frequency w.

In the code, `lorentz g w0 s` is L(s), and `wave s B t` is Re(B exp(−ist)), which fixes the sign of the phase and the absence of a factor 1/2 in the amplitude. `IsResponse g w0 f x` says that x has a velocity v at every real time, and that v has the derivative f − g v − w0² x. `secondOrder` is the displayed solution.

The formula for x1 is put into the force directly; the first-order equation and the expansion in powers of E are the physical motivation, and the theorems make no statement about solutions of the full nonlinear equation. The model is one classical oscillator without local fields. For a fixed density of identical oscillators, the linear susceptibility is proportional to L, so the ratio of the second-harmonic susceptibility to the product of linear susceptibilities at 2w, w and w is also independent of w. Miller's empirical observation that this ratio of susceptibilities varies little from one material to another is a different matter, since a is arbitrary here. If a computed second-harmonic spectrum gives a ratio B / (L(2w) L(w)² E²) that varies with frequency, it is not the exact second-order spectrum of this model with the g and w0 used in L; numerical error, contributions of higher order in the field, wrong parameters and physics outside the model are all possible causes.

## Solving for the shift and the second harmonic

Put A = L(w)E and z = A exp(−iwt). For any complex z, (Re z)² = (|z|² + Re z²)/2, and here |z| = |A|. Hence

x1² = ( |A|² + Re(A² exp(−2iwt)) )/2.

The force −a x1² has a constant part and a part at 2w. The constant part −(a/2)|A|² produces the static shift −(a/2)|A|²/w0². For the rest, try Re(D exp(−2iwt)). Each time derivative multiplies the amplitude by −2iw, so

(w0² − 4w² − 2igw) D = −(a/2) A².

The bracket has imaginary part −2gw, which is not zero, so D = −(a/2) L(2w) L(w)² E². This is the stated solution. It has period π/w because exp(−2iwt) does.

For uniqueness, let d be the difference of two solutions of period T = π/w, and v = d'. The forces cancel, so v' = −g v − w0² d. The quantity V = v² + w0² d², twice the energy per unit mass, obeys

V' = 2v(−g v − w0² d) + 2w0² d v = −2g v² ≤ 0.

Since d has period T, so do v and V. Given any times r and u, choose a natural number n with r + nT ≥ u. Then V(r) = V(r + nT) ≤ V(u). Exchanging r and u gives equality, so V is constant, V' = 0 and v = 0 at all times. Then v' = 0 as well, which leaves w0² d = 0, and so d = 0.

It remains to read off the amplitude. Suppose c + Re(B exp(−ist)) = c' + Re(B' exp(−ist)) for all t, with s ≠ 0. The first derivative at t = 0 gives s Im B = s Im B', and the second gives −s² Re B = −s² Re B'. Thus B = B'. With s = 2w, B must equal D, and division by L(2w) L(w)² E² leaves −a/2.

## Without friction, a second periodic motion

Uniqueness can fail at g = 0. Take w0 = 4w. The denominators of L(w) and L(2w) are 15w² and 12w², so the formula still gives a periodic solution. But cos(4wt) is a free oscillation that also has period π/w, and adding it gives another solution.

## The complete Lean file

```lean
import Mathlib

open Complex (I)
open scoped Real

namespace MillerRule

noncomputable section

/-- The Lorentz response factor `L(s) = 1/(w0² - s² - i g s)` of a damped oscillator,
meant for frequencies at which the denominator is not zero. -/
def lorentz (g w0 s : ℝ) : ℂ := 1 / ((w0 : ℂ) ^ 2 - (s : ℂ) ^ 2 - I * g * s)

/-- The real oscillation `Re(B exp(-i s t))` with complex amplitude `B` and frequency `s`. -/
def wave (s : ℝ) (B : ℂ) (t : ℝ) : ℝ := (B * Complex.exp (-(I * s) * t)).re

/-- The displacement `x` obeys `x'' + g x' + w0² x = f` at all times; `v` is its velocity. -/
def IsResponse (g w0 : ℝ) (f x : ℝ → ℝ) : Prop :=
  ∃ v : ℝ → ℝ, (∀ t, HasDerivAt x (v t) t) ∧
    ∀ t, HasDerivAt v (f t - g * v t - w0 ^ 2 * x t) t

/-- A static shift plus a second harmonic,
`-(a/2) (|L(w)E|²/w0² + Re(L(2w) L(w)² E² exp(-2iwt)))`, for `w0 ≠ 0` and
frequencies `w`, `2w` in the domain of `L`. -/
def secondOrder (g w0 w a : ℝ) (E : ℂ) (t : ℝ) : ℝ :=
  -(a / 2) * (‖lorentz g w0 w * E‖ ^ 2 / w0 ^ 2 +
    wave (2 * w) (lorentz g w0 (2 * w) * lorentz g w0 w ^ 2 * E ^ 2) t)

/-- With damping and at nonzero frequency, `L(s)` inverts the factor `w0² - s² - i g s`. -/
theorem lorentz_mul {g s : ℝ} (w0 : ℝ) (hgs : g * s ≠ 0) :
    lorentz g w0 s * ((w0 : ℂ) ^ 2 - (s : ℂ) ^ 2 - I * g * s) = 1 := by
  have hne : (w0 : ℂ) ^ 2 - (s : ℂ) ^ 2 - I * g * s ≠ 0 := by
    intro h
    have him : ((w0 : ℂ) ^ 2 - (s : ℂ) ^ 2 - I * g * s).im = -(g * s) := by
      simp [pow_two]
    rw [h, Complex.zero_im] at him
    exact hgs (by linarith)
  rw [lorentz, one_div, inv_mul_cancel₀ hne]

/-- Squaring an oscillation of frequency `w` gives a constant and an oscillation at `2w`. -/
theorem wave_sq (w : ℝ) (A : ℂ) (t : ℝ) :
    wave w A t ^ 2 = (‖A‖ ^ 2 + wave (2 * w) (A ^ 2) t) / 2 := by
  have key : ∀ z : ℂ, z.re ^ 2 = (‖z‖ ^ 2 + (z ^ 2).re) / 2 := by
    intro z
    rw [← Complex.normSq_eq_norm_sq, Complex.normSq_apply, pow_two z, Complex.mul_re]
    ring
  have hz : ‖A * Complex.exp (-(I * w) * t)‖ = ‖A‖ := by
    rw [norm_mul, Complex.norm_exp]
    simp
  have h2 : A ^ 2 * Complex.exp (-(I * ((2 * w : ℝ) : ℂ)) * t)
      = (A * Complex.exp (-(I * w) * t)) ^ 2 := by
    rw [mul_pow, ← Complex.exp_nat_mul]
    congr 2
    push_cast
    ring
  unfold wave
  rw [h2, key, hz]

/-- Differentiating an oscillation in time multiplies its complex amplitude by `-i s`. -/
theorem hasDerivAt_wave (s : ℝ) (B : ℂ) (t : ℝ) :
    HasDerivAt (wave s B) (wave s (-(I * s) * B) t) t := by
  have h1 : HasDerivAt (fun u : ℝ => (u : ℂ)) 1 t := by
    simpa using (hasDerivAt_id t).ofReal_comp
  have h2 : HasDerivAt (fun u : ℝ => B * Complex.exp (-(I * s) * u))
      (-(I * s) * B * Complex.exp (-(I * s) * t)) t :=
    ((h1.const_mul (-(I * (s : ℂ)))).cexp.const_mul B).congr_deriv (by ring)
  exact Complex.reCLM.hasFDerivAt.comp_hasDerivAt t h2

/-- The complex amplitude of an oscillation of nonzero frequency on top of a constant
is determined by the motion. -/
theorem amplitude_unique {s c c' : ℝ} {B B' : ℂ} (hs : s ≠ 0)
    (h : ∀ t, c + wave s B t = c' + wave s B' t) : B = B' := by
  have step : ∀ (d d' : ℝ) (P Q : ℂ), (∀ t, d + wave s P t = d' + wave s Q t) →
      ∀ t, wave s (-(I * s) * P) t = wave s (-(I * s) * Q) t := by
    intro d d' P Q hPQ t
    have h1 : HasDerivAt (fun u => d + wave s P u) (wave s (-(I * s) * P) t) t :=
      (hasDerivAt_wave s P t).const_add d
    have h2 : HasDerivAt (fun u => d' + wave s Q u) (wave s (-(I * s) * Q) t) t :=
      (hasDerivAt_wave s Q t).const_add d'
    rw [funext hPQ] at h1
    exact h1.unique h2
  have z : ∀ P : ℂ, wave s P 0 = P.re := by intro P; simp [wave]
  have i1 : ∀ P : ℂ, (-(I * s) * P).re = s * P.im := by intro P; simp
  have i2 : ∀ P : ℂ, (-(I * s) * P).im = -(s * P.re) := by intro P; simp
  -- velocity and acceleration at time zero give the imaginary and real parts
  have h1 := step c c' B B' h
  have e1 := h1 0
  have e2 := step 0 0 (-(I * s) * B) (-(I * s) * B') (fun t => by rw [h1 t]) 0
  rw [z, z, i1, i1] at e1 e2
  rw [i2, i2] at e2
  exact Complex.ext (mul_left_cancel₀ hs (neg_injective (mul_left_cancel₀ hs e2)))
    (mul_left_cancel₀ hs e1)

/-- A free oscillator with friction `g > 0` and `w0 ≠ 0` has no periodic motion but rest. -/
theorem free_periodic_eq_zero {g w0 T : ℝ} (hg : 0 < g) (hw0 : w0 ≠ 0) (hT : 0 < T)
    {x : ℝ → ℝ} (hper : Function.Periodic x T) (h : IsResponse g w0 (fun _ => 0) x) (t : ℝ) :
    x t = 0 := by
  obtain ⟨v, hx, hv⟩ := h
  have hvper : ∀ u, v (u + T) = v u := by
    intro u
    have h1 : HasDerivAt (fun r => x (r + T)) (v (u + T)) u :=
      (hx (u + T)).comp_add_const u T
    rw [funext hper] at h1
    exact h1.unique (hx u)
  -- friction makes the energy decrease
  let V : ℝ → ℝ := fun u => v u * v u + w0 ^ 2 * (x u * x u)
  have hV : ∀ u, HasDerivAt V (-(2 * g * v u ^ 2)) u := fun u =>
    (((hv u).fun_mul (hv u)).fun_add (((hx u).fun_mul (hx u)).const_mul (w0 ^ 2))).congr_deriv
      (by ring)
  have hanti : Antitone V := antitone_of_deriv_nonpos (fun u => (hV u).differentiableAt)
    (fun u => by rw [(hV u).deriv]; nlinarith [mul_nonneg hg.le (sq_nonneg (v u))])
  have hVper : Function.Periodic V T := by
    intro u
    change v (u + T) * v (u + T) + w0 ^ 2 * (x (u + T) * x (u + T)) = _
    rw [hvper u, hper u]
  -- a periodic non-increasing energy is constant
  have hle : ∀ r u, V r ≤ V u := by
    intro r u
    obtain ⟨n, hn⟩ := exists_nat_ge ((u - r) / T)
    rw [div_le_iff₀ hT] at hn
    rw [← hVper.nat_mul n r]
    exact hanti (by linarith)
  have hconst : V = fun _ => V 0 := funext fun u => le_antisymm (hle u 0) (hle 0 u)
  have hv0 : ∀ u, v u = 0 := by
    intro u
    have h1 := hV u
    rw [hconst] at h1
    have h2 := h1.unique (hasDerivAt_const u (V 0))
    have h3 : g * v u ^ 2 = 0 := by linarith
    exact pow_eq_zero_iff two_ne_zero |>.mp ((mul_eq_zero.mp h3).resolve_left hg.ne')
  have h4 := hv t
  rw [show v = fun _ => (0 : ℝ) from funext hv0] at h4
  have h5 := h4.unique (hasDerivAt_const t (0 : ℝ))
  have h6 : w0 ^ 2 * x t = 0 := by linarith
  exact (mul_eq_zero.mp h6).resolve_left (pow_ne_zero 2 hw0)

/-- For `g, w ≠ 0` and `w0 ≠ 0`, the static shift plus second harmonic solves the
oscillator equation driven by `-a x1²`, where `x1 = Re(L(w) E exp(-iwt))`. -/
theorem secondOrder_isResponse {g w0 w : ℝ} (hg : g ≠ 0) (hw0 : w0 ≠ 0) (hw : w ≠ 0)
    (a : ℝ) (E : ℂ) :
    IsResponse g w0 (fun t => -a * wave w (lorentz g w0 w * E) t ^ 2)
      (secondOrder g w0 w a E) := by
  have hL := lorentz_mul w0 (mul_ne_zero hg (mul_ne_zero two_ne_zero hw))
  obtain ⟨C, hC⟩ : ∃ C, C = lorentz g w0 (2 * w) * lorentz g w0 w ^ 2 * E ^ 2 := ⟨_, rfl⟩
  have hx : secondOrder g w0 w a E = fun t =>
      -(a / 2) * (‖lorentz g w0 w * E‖ ^ 2 / w0 ^ 2 + wave (2 * w) C t) := by
    subst hC
    rfl
  -- the amplitude equation at the doubled frequency
  have hA : (lorentz g w0 w * E) ^ 2 =
      -(I * ((2 * w : ℝ) : ℂ)) * (-(I * ((2 * w : ℝ) : ℂ)) * C)
        + g * (-(I * ((2 * w : ℝ) : ℂ)) * C) + (w0 : ℂ) ^ 2 * C := by
    rw [hC]
    linear_combination (-(lorentz g w0 w * E) ^ 2) * hL
      - (lorentz g w0 (2 * w) * lorentz g w0 w ^ 2 * E ^ 2) * ((2 * w : ℝ) : ℂ) ^ 2
        * Complex.I_sq
  have hlin : ∀ (P Q R : ℂ) (t : ℝ), wave (2 * w) (P + g * Q + (w0 : ℂ) ^ 2 * R) t =
      wave (2 * w) P t + g * wave (2 * w) Q t + w0 ^ 2 * wave (2 * w) R t := by
    intro P Q R t
    unfold wave
    generalize Complex.exp (-(I * ((2 * w : ℝ) : ℂ)) * t) = e
    have h : (P + g * Q + (w0 : ℂ) ^ 2 * R) * e
        = P * e + (g : ℂ) * (Q * e) + ((w0 ^ 2 : ℝ) : ℂ) * (R * e) := by
      push_cast
      ring
    rw [h, Complex.add_re, Complex.add_re, Complex.re_ofReal_mul, Complex.re_ofReal_mul]
  rw [hx]
  refine ⟨fun t => -(a / 2) * wave (2 * w) (-(I * ((2 * w : ℝ) : ℂ)) * C) t,
    fun t => ((hasDerivAt_wave (2 * w) C t).const_add _).const_mul _, fun t => ?_⟩
  refine ((hasDerivAt_wave (2 * w) _ t).const_mul (-(a / 2))).congr_deriv ?_
  have hsq := wave_sq w (lorentz g w0 w * E) t
  rw [hA, hlin] at hsq
  have hc : w0 ^ 2 * (‖lorentz g w0 w * E‖ ^ 2 / w0 ^ 2) = ‖lorentz g w0 w * E‖ ^ 2 :=
    mul_div_cancel₀ _ (pow_ne_zero 2 hw0)
  beta_reduce
  linear_combination a * hsq - (a / 2) * hc

/-- For `g, w0, w > 0`, the equation `x'' + g x' + w0² x = -a x1²` with
`x1 = Re(L(w) E exp(-iwt))` has exactly one solution of period `π/w`:
`-(a/2) (|L(w)E|²/w0² + Re(L(2w) L(w)² E² exp(-2iwt)))`. -/
theorem periodic_response_iff {g w0 w : ℝ} (hg : 0 < g) (hw0 : 0 < w0) (hw : 0 < w)
    (a : ℝ) (E : ℂ) (x : ℝ → ℝ) :
    (Function.Periodic x (π / w) ∧
      IsResponse g w0 (fun t => -a * wave w (lorentz g w0 w * E) t ^ 2) x) ↔
    x = secondOrder g w0 w a E := by
  have hsol := secondOrder_isResponse hg.ne' hw0.ne' hw.ne' a E
  have hper : Function.Periodic (secondOrder g w0 w a E) (π / w) := by
    intro t
    have hwc : (w : ℂ) ≠ 0 := Complex.ofReal_ne_zero.mpr hw.ne'
    have he : -(I * ((2 * w : ℝ) : ℂ)) * ((t + π / w : ℝ) : ℂ)
        = -(I * ((2 * w : ℝ) : ℂ)) * t - 2 * π * I := by
      push_cast
      field_simp
      ring
    unfold secondOrder wave
    rw [he, Complex.exp_periodic.sub_eq]
  constructor
  · rintro ⟨hxper, v, hx, hv⟩
    obtain ⟨u, hy, hu⟩ := hsol
    -- the difference of two periodic solutions is a free periodic motion
    have hd : IsResponse g w0 (fun _ => 0) (fun t => x t - secondOrder g w0 w a E t) :=
      ⟨fun t => v t - u t, fun t => (hx t).fun_sub (hy t),
        fun t => ((hv t).fun_sub (hu t)).congr_deriv (by ring)⟩
    have hdper : Function.Periodic (fun t => x t - secondOrder g w0 w a E t) (π / w) := by
      intro t
      beta_reduce
      rw [hxper t, hper t]
    funext t
    exact sub_eq_zero.mp
      (free_periodic_eq_zero hg hw0.ne' (div_pos Real.pi_pos hw) hdper hd t)
  · rintro rfl
    exact ⟨hper, hsol⟩

/-- Miller's rule for `g, w0, w > 0` and `E ≠ 0`: if the `π/w`-periodic response to `-a x1²`
is a constant plus `Re(B exp(-2iwt))`, then `B` divided by `L(2w) L(w)² E²` is `-a/2`. -/
theorem miller_rule {g w0 w : ℝ} (hg : 0 < g) (hw0 : 0 < w0) (hw : 0 < w)
    (a : ℝ) {E : ℂ} (hE : E ≠ 0) {x : ℝ → ℝ} (hper : Function.Periodic x (π / w))
    (hx : IsResponse g w0 (fun t => -a * wave w (lorentz g w0 w * E) t ^ 2) x)
    {c : ℝ} {B : ℂ} (h : ∀ t, x t = c + wave (2 * w) B t) :
    B / (lorentz g w0 (2 * w) * lorentz g w0 w ^ 2 * E ^ 2) = -((a : ℂ) / 2) := by
  have hw2 : 2 * w ≠ 0 := mul_ne_zero two_ne_zero hw.ne'
  have h1 := left_ne_zero_of_mul_eq_one (lorentz_mul w0 (mul_ne_zero hg.ne' hw.ne'))
  have h2 := left_ne_zero_of_mul_eq_one (lorentz_mul w0 (mul_ne_zero hg.ne' hw2))
  have hxs := (periodic_response_iff hg hw0 hw a E x).mp ⟨hper, hx⟩
  -- compare the second-harmonic amplitudes
  have hB : B = ((-(a / 2) : ℝ) : ℂ) *
      (lorentz g w0 (2 * w) * lorentz g w0 w ^ 2 * E ^ 2) := by
    apply amplitude_unique (c := c)
      (c' := -(a / 2) * (‖lorentz g w0 w * E‖ ^ 2 / w0 ^ 2)) hw2
    intro t
    rw [← h t, hxs]
    unfold secondOrder wave
    rw [mul_assoc ((-(a / 2) : ℝ) : ℂ), Complex.re_ofReal_mul, mul_add]
  rw [div_eq_iff (mul_ne_zero (mul_ne_zero h2 (pow_ne_zero 2 h1)) (pow_ne_zero 2 hE)), hB]
  push_cast
  ring

end

end MillerRule
```

```lean
#print axioms MillerRule.miller_rule
```

```
'MillerRule.miller_rule' depends on axioms: [propext, Classical.choice, Quot.sound]
```

## From the lemmas to Miller's rule

`lorentz_mul` shows that the denominator of L(s) has imaginary part −gs and is therefore nonzero when gs ≠ 0. `wave_sq` is the squaring identity: `key` is the formula for (Re z)², `hz` says that the phase factor leaves the modulus unchanged, and `h2` identifies z² as an oscillation at 2w. `hasDerivAt_wave` supplies the rule that differentiation multiplies the amplitude by −is.

`secondOrder_isResponse` verifies the solution. It abbreviates L(2w) L(w)² E² as `C`, keeping the factor −a/2 outside. The equation `hA` is the amplitude balance at 2w, and `hlin` carries it over to real parts, which works because g and w0² are real. The last `linear_combination` adds the harmonic balance to the static one, `hc`.

`free_periodic_eq_zero` is the energy argument, with the free motion called `x` instead of d. Periodicity of the velocity, `hvper`, follows from uniqueness of derivatives. `antitone_of_deriv_nonpos` turns V' ≤ 0 into a non-increasing V, and `hle` is the comparison after n periods. Comparing the derivative of the now constant V with zero gives `hv0`, and the equation of motion does the rest.

In `periodic_response_iff`, `he` shows that a shift of time by π/w changes the exponent by −2πi, which proves the periodicity of `secondOrder`. One direction then subtracts this solution from x and applies the energy lemma; the other combines periodicity with the verified equation.

`amplitude_unique` differentiates twice through its auxiliary statement `step` and evaluates at time zero. `miller_rule` replaces x by `secondOrder`, uses this lemma to identify `B`, and divides. The denominator is nonzero because both Lorentz factors are, by `lorentz_mul`, and E ≠ 0 is assumed.
